# The end-site weight of a normalized SSH zero mode is the midgap residue of the surface Green function

Suppose a molecule is attached to the end of a long dimerized wire, modelled as a Su–Schrieffer–Heeger (SSH) chain with alternating hoppings \(t_1\) and \(t_2\). If a hopping \(V\) joins the molecule to the end site, the wire enters the molecule's equations as a self-energy \(|V|^2 g(E)\), where \(g\) is the wire's Green function on that site. A normalized bound state \(\psi\) at \(E=0\) contributes a term \(|\psi_{\text{end}}|^2/E\) to \(g\); if its coefficient is nonzero, the self-energy diverges at midgap. When does such a state exist, and how large is its coefficient? For a clean, non-interacting, semi-infinite chain with real hoppings and \(t_2\neq0\), both answers are explicit.

## The chain and its equations

```lean
import Mathlib

open Filter Topology

namespace SSHEndState

noncomputable section
```

These lines load the Mathlib library and open the notation for limits.

```lean
/-- The Hamiltonian's output on the A sites of a semi-infinite SSH chain; the end site `A_0`
is coupled to `B_0` only. -/
def actA (t1 t2 : ℝ) (B : ℕ → ℂ) : ℕ → ℂ
  | 0 => t1 * B 0
  | j + 1 => t1 * B (j + 1) + t2 * B j
```

Cell \(j=0,1,2,\dots\) contains sites \(A_j\) and \(B_j\). An amplitude pattern is a pair of functions `ℕ → ℂ`, one complex number per cell on each sublattice. The definition gives the Hamiltonian's output on the A sites by cases: \(t_1B_0\) on the end site and \(t_1B_{j+1}+t_2B_j\) on \(A_{j+1}\). Thus \(t_1\) acts within a cell, \(t_2\) acts between cells, and all on-site energies are zero.

```lean
/-- The Hamiltonian's output on the B sites of the chain. -/
def actB (t1 t2 : ℝ) (A : ℕ → ℂ) (j : ℕ) : ℂ := t1 * A j + t2 * A (j + 1)
```

On \(B_j\) the output is \(t_1A_j+t_2A_{j+1}\).

```lean
/-- The amplitudes `A`, `B` solve the Schrödinger equation of the chain at zero energy. -/
def IsZeroMode (t1 t2 : ℝ) (A B : ℕ → ℂ) : Prop :=
  (∀ j, actA t1 t2 B j = 0) ∧ ∀ j, actB t1 t2 A j = 0
```

A zero mode makes both outputs vanish in every cell. `Prop` marks this as a statement that may be true or false. Neither normalization nor decay is included yet, and the zero pattern qualifies.

```lean
/-- The surface Green function at energy `iη`, for `η > 0`: the solution with negative imaginary
part of the Dyson equation in which the chain beyond the first cell acts as a self-energy. -/
def IsSurfaceGreen (t1 t2 η : ℝ) (g : ℂ) : Prop :=
  g.im < 0 ∧ g = 1 / (Complex.I * η - (t1 : ℂ) ^ 2 / (Complex.I * η - (t2 : ℂ) ^ 2 * g))
```

The end site couples through \(t_1\) to \(B_0\), which couples through \(t_2\) to the end of an identical chain. At energy \(i\eta\) with \(\eta>0\), this self-similarity gives the Dyson equation

\[
g=\frac{1}{i\eta-\dfrac{t_1^2}{i\eta-t_2^2g}} .
\]

The condition \(\operatorname{Im}g<0\) selects the physical solution, since a diagonal element of \((i\eta-H)^{-1}\) has negative imaginary part for Hermitian \(H\). The Lean code takes this equation and sign as the definition of \(g\); it does not derive them from the Hamiltonian above.

```lean
/-- A closed formula for energy times surface Green function at energy `iη`, for `t2 ≠ 0`. -/
def surfaceWeight (t1 t2 η : ℝ) : ℝ :=
  (t2 ^ 2 - t1 ^ 2 - η ^ 2 + √((t2 ^ 2 - t1 ^ 2 - η ^ 2) ^ 2 + 4 * t2 ^ 2 * η ^ 2)) / (2 * t2 ^ 2)
```

With \(d=t_2^2-t_1^2-\eta^2\), this names the real number

\[
W(\eta)=\frac{d+\sqrt{d^2+4t_2^2\eta^2}}{2t_2^2},
\]

which will turn out to be \(i\eta g\).

## Zero modes and their weight on the end site

```lean
variable {t1 t2 η : ℝ} {A B : ℕ → ℂ} {g : ℂ}

/-- Zero modes vanish on the B sites and form a geometric sequence with ratio `-t1/t2` on the
A sites. -/
theorem isZeroMode_iff (h2 : t2 ≠ 0) : IsZeroMode t1 t2 A B ↔
    (∀ j, B j = 0) ∧ ∀ j, A j = A 0 * (-((t1 : ℂ) / t2)) ^ j := by
  have c2 : (t2 : ℂ) ≠ 0 := by exact_mod_cast h2
  have e : (t2 : ℂ) * ((t1 : ℂ) / t2) = t1 := by field_simp
  constructor
  · rintro ⟨hA, hB⟩
    have hb : ∀ j, B j = 0 := by
      intro j
      by_cases h1 : t1 = 0
      · simpa [actA, h1, h2] using hA (j + 1)
      · induction j with
        | zero => simpa [actA, h1] using hA 0
        | succ j ih => simpa [actA, ih, h1] using hA (j + 1)
    refine ⟨hb, fun j => ?_⟩
    induction j with
    | zero => simp
    | succ j ih =>
      have h := hB j
      simp only [actB] at h
      have step : A (j + 1) = -((t1 : ℂ) / t2) * A j := by
        apply mul_left_cancel₀ c2
        linear_combination h + A j * e
      rw [step, ih, pow_succ]
      ring
  · rintro ⟨hb, ha⟩
    refine ⟨fun j => by cases j <;> simp [actA, hb], fun j => ?_⟩
    simp only [actB]
    rw [ha j, ha (j + 1), pow_succ]
    linear_combination (-(A 0 * (-((t1 : ℂ) / t2)) ^ j)) * e
```

For \(t_2\neq0\), the zero modes are exactly the patterns with \(B_j=0\) and \(A_j=A_0(-t_1/t_2)^j\).

If \(t_1\neq0\), the end-site equation gives \(B_0=0\), and \(t_1B_{j+1}=-t_2B_j\) carries the zero inward. If \(t_1=0\), the equation on \(A_{j+1}\) reads \(t_2B_j=0\) directly. On the other sublattice, \(A_{j+1}=-(t_1/t_2)A_j\), which iterates to the geometric form. Conversely, substituting that form makes the two terms on each B site cancel.

Lean follows the same route: `by_cases` separates \(t_1=0\), and `induction` moves from cell to cell. The tactic `linear_combination` proves an equation by adding known equations with the stated coefficients.

```lean
/-- For `t2 ≠ 0`, the squared moduli of a zero mode in cell `j` add up to the squared modulus on the
end site times `(t1/t2)^(2j)`. -/
theorem cell_density (h2 : t2 ≠ 0) (h : IsZeroMode t1 t2 A B) (j : ℕ) :
    ‖A j‖ ^ 2 + ‖B j‖ ^ 2 = ‖A 0‖ ^ 2 * ((t1 / t2) ^ 2) ^ j := by
  obtain ⟨hb, ha⟩ := (isZeroMode_iff h2).1 h
  have e : (t1 / t2) ^ 2 = (|t1| / |t2|) ^ 2 := by rw [← abs_div, sq_abs]
  rw [hb j, ha j, e, norm_mul, norm_pow, norm_neg, norm_div, Complex.norm_real,
    Complex.norm_real, Real.norm_eq_abs, Real.norm_eq_abs, norm_zero]
  ring
```

Write \(q=(t_1/t_2)^2\). Taking squared moduli gives \(|A_j|^2+|B_j|^2=|A_0|^2q^j\).

```lean
/-- For `t2 ≠ 0`, the chain has a nonzero square-summable zero mode exactly when `|t1| < |t2|`. -/
theorem exists_end_state_iff (h2 : t2 ≠ 0) :
    (∃ A B : ℕ → ℂ, IsZeroMode t1 t2 A B ∧ (∃ j, A j ≠ 0 ∨ B j ≠ 0) ∧
      Summable fun j => ‖A j‖ ^ 2 + ‖B j‖ ^ 2) ↔ |t1| < |t2| := by
  have hr : (t1 / t2) ^ 2 < 1 ↔ |t1| < |t2| := by
    rw [div_pow, div_lt_one (by positivity), sq_lt_sq]
  rw [← hr]
  constructor
  · rintro ⟨A, B, h, ⟨j, hj⟩, hs⟩
    obtain ⟨hb, ha⟩ := (isZeroMode_iff h2).1 h
    have hA0 : A 0 ≠ 0 := by
      intro h0
      rcases hj with hj | hj
      · exact hj (by rw [ha j, h0, zero_mul])
      · exact hj (hb j)
    -- a geometric series converges only for ratio below one
    have hs' := hs.congr (fun j => cell_density h2 h j)
    have hg := (summable_mul_left_iff (pow_ne_zero 2 (norm_ne_zero_iff.2 hA0))).1 hs'
    have hn := summable_geometric_iff_norm_lt_one.1 hg
    rwa [Real.norm_of_nonneg (sq_nonneg _)] at hn
  · intro hlt
    have h : IsZeroMode t1 t2 (fun j => (-((t1 : ℂ) / t2)) ^ j) (fun _ => 0) :=
      (isZeroMode_iff h2).2 ⟨fun _ => rfl, fun j => by simp⟩
    refine ⟨_, _, h, ⟨0, Or.inl (by simp)⟩, ?_⟩
    exact ((summable_geometric_of_lt_one (sq_nonneg _) hlt).mul_left _).congr
      (fun j => (cell_density h2 h j).symm)
```

A nonzero square-summable zero mode exists exactly when \(|t_1|<|t_2|\). `Summable` says that the sum of the squared moduli over all cells converges.

In a nonzero mode \(A_0\neq0\), because otherwise every amplitude would vanish. The density is then a nonzero multiple of \(q^j\), whose sum converges only for \(q<1\), that is, \(|t_1|<|t_2|\). In the other direction, Lean supplies the mode with \(A_0=1\). Its normalized version is \(A_j=\sqrt{1-q}\,(-t_1/t_2)^j\).

The hypothesis \(t_2\neq0\) matters here. With \(t_1=t_2=0\), setting \(A_0=1\) and every other amplitude to zero gives a normalized zero mode, although \(|t_1|<|t_2|\) is false.

```lean
/-- A normalized zero mode has weight `1 - (t1/t2)^2` on the end site, and `|t1| < |t2|`. -/
theorem end_site_weight (h2 : t2 ≠ 0) (h : IsZeroMode t1 t2 A B)
    (hn : HasSum (fun j => ‖A j‖ ^ 2 + ‖B j‖ ^ 2) 1) :
    ‖A 0‖ ^ 2 = 1 - (t1 / t2) ^ 2 ∧ |t1| < |t2| := by
  have hne : ∃ j, A j ≠ 0 ∨ B j ≠ 0 := by
    by_contra hc
    push Not at hc
    have e : (fun j => ‖A j‖ ^ 2 + ‖B j‖ ^ 2) = fun _ => (0 : ℝ) :=
      funext fun j => by simp [(hc j).1, (hc j).2]
    rw [e] at hn
    exact one_ne_zero (hn.unique hasSum_zero)
  have hlt := (exists_end_state_iff h2).1 ⟨A, B, h, hne, hn.summable⟩
  have hr : (t1 / t2) ^ 2 < 1 := by
    rw [div_pow, div_lt_one (by positivity), sq_lt_sq]
    exact hlt
  have hs := (hasSum_geometric_of_lt_one (sq_nonneg (t1 / t2)) hr).mul_left (‖A 0‖ ^ 2)
  rw [← funext (cell_density h2 h)] at hs
  have u := hn.unique hs
  rw [← div_eq_mul_inv, eq_div_iff (sub_pos.2 hr).ne', one_mul] at u
  exact ⟨u.symm, hlt⟩
```

Let \(t_2\neq0\), as before. `HasSum … 1` states that the probabilities add up to one. A normalized mode is nonzero, so the previous theorem gives \(q<1\), and the geometric series yields

\[
1=|A_0|^2\sum_{j\ge0}q^j=\frac{|A_0|^2}{1-q},
\qquad |A_0|^2=1-\left(\frac{t_1}{t_2}\right)^2 .
\]

In Lean, `hn.unique` equates the two values of the same sum. At \(t_1=0\) the end site is isolated and carries all the weight.

## The surface Green function near midgap

```lean
/-- For `η > 0` and negative imaginary part, the Dyson equation is equivalent to its form
without denominators. -/
theorem dyson_cleared (hη : 0 < η) (him : g.im < 0) :
    g = 1 / (Complex.I * η - (t1 : ℂ) ^ 2 / (Complex.I * η - (t2 : ℂ) ^ 2 * g)) ↔
    g * (Complex.I * η * (Complex.I * η - (t2 : ℂ) ^ 2 * g) - (t1 : ℂ) ^ 2) =
      Complex.I * η - (t2 : ℂ) ^ 2 * g := by
  have hu : Complex.I * η - (t2 : ℂ) ^ 2 * g ≠ 0 := by
    intro h
    have e : (Complex.I * η - (t2 : ℂ) ^ 2 * g).im = η - t2 ^ 2 * g.im := by
      rw [← Complex.ofReal_pow, Complex.sub_im, Complex.im_ofReal_mul, Complex.I_mul_im,
        Complex.ofReal_re]
    rw [h, Complex.zero_im] at e
    nlinarith [mul_nonneg (sq_nonneg t2) (neg_nonneg.2 him.le)]
  generalize Complex.I * η - (t2 : ℂ) ^ 2 * g = u at hu ⊢
  have hm : g * (Complex.I * η * u - (t1 : ℂ) ^ 2) =
      g * (Complex.I * η - (t1 : ℂ) ^ 2 / u) * u := by field_simp
  rw [hm]
  generalize Complex.I * η - (t1 : ℂ) ^ 2 / u = v
  constructor
  · intro h
    have hv : v ≠ 0 := by
      intro h0
      rw [h0, div_zero] at h
      simp [h] at him
    rw [(eq_div_iff hv).1 h, one_mul]
  · intro h
    have h' : g * v = 1 := mul_right_cancel₀ hu (by rw [h, one_mul])
    have hv : v ≠ 0 := by
      intro h0
      simp [h0] at h'
    exact (eq_div_iff hv).2 h'
```

This lemma clears the denominators. Put \(u=i\eta-t_2^2g\) and \(v=i\eta-t_1^2/u\). Since \(\operatorname{Im}u=\eta-t_2^2\operatorname{Im}g>0\), we have \(u\neq0\). The Dyson equation \(g=1/v\) is equivalent to \(gv=1\), and multiplication by \(u\) gives

\[
g(i\eta u-t_1^2)=u .
\]

Lean sets \(1/0=0\), so the proof also excludes \(v=0\): it would force \(g=0\), against \(\operatorname{Im}g<0\).

```lean
/-- The closed formula is positive and solves the quadratic form of the Dyson equation. -/
theorem surfaceWeight_spec (h2 : t2 ≠ 0) (hη : 0 < η) : 0 < surfaceWeight t1 t2 η ∧
    t2 ^ 2 * surfaceWeight t1 t2 η ^ 2 =
      (t2 ^ 2 - t1 ^ 2 - η ^ 2) * surfaceWeight t1 t2 η + η ^ 2 := by
  unfold surfaceWeight
  generalize t2 ^ 2 - t1 ^ 2 - η ^ 2 = d
  have p : 0 < 4 * t2 ^ 2 * η ^ 2 := by positivity
  have hs : √(d ^ 2 + 4 * t2 ^ 2 * η ^ 2) ^ 2 = d ^ 2 + 4 * t2 ^ 2 * η ^ 2 :=
    Real.sq_sqrt (by positivity)
  have hd : -d < √(d ^ 2 + 4 * t2 ^ 2 * η ^ 2) :=
    Real.lt_sqrt_of_sq_lt (by rw [neg_sq]; linarith)
  generalize √(d ^ 2 + 4 * t2 ^ 2 * η ^ 2) = s at hs hd ⊢
  refine ⟨div_pos (by linarith) (by positivity), ?_⟩
  have hw : 2 * t2 ^ 2 * ((d + s) / (2 * t2 ^ 2)) = d + s := by field_simp
  generalize (d + s) / (2 * t2 ^ 2) = W at hw ⊢
  have h4 : 4 * t2 ^ 2 ≠ 0 := by positivity
  apply mul_left_cancel₀ h4
  linear_combination (2 * t2 ^ 2 * W + s - d) * hw + hs
```

Let \(w=i\eta g\). Multiplying the cleared equation by \(i\eta\) and using \(i\eta u=-\eta^2-t_2^2w\) gives

\[
t_2^2w^2=(t_2^2-t_1^2-\eta^2)w+\eta^2 .
\]

For \(t_2\neq0\) and \(\eta>0\), the lemma checks that \(W(\eta)\) solves this quadratic and is positive. The square root exceeds \(-d\), because \(4t_2^2\eta^2>0\), so the numerator of \(W\) is positive.

```lean
/-- For `t2 ≠ 0`, at each energy `iη` with `η > 0` there is exactly one surface Green function,
given by the closed formula. -/
theorem isSurfaceGreen_iff (h2 : t2 ≠ 0) (hη : 0 < η) :
    IsSurfaceGreen t1 t2 η g ↔ Complex.I * η * g = (surfaceWeight t1 t2 η : ℂ) := by
  obtain ⟨hp, hW⟩ := surfaceWeight_spec (t1 := t1) h2 hη
  generalize surfaceWeight t1 t2 η = W at hp hW ⊢
  have hWc : (t2 : ℂ) ^ 2 * (W : ℂ) ^ 2 =
      ((t2 : ℂ) ^ 2 - (t1 : ℂ) ^ 2 - (η : ℂ) ^ 2) * W + (η : ℂ) ^ 2 := by exact_mod_cast hW
  have hI : Complex.I ^ 2 = -1 := Complex.I_sq
  constructor
  · rintro ⟨him, hg⟩
    have hq := (dyson_cleared hη him).1 hg
    have hf : (Complex.I * η * g - W) * ((t2 : ℂ) ^ 2 * (Complex.I * η * g + W) -
        ((t2 : ℂ) ^ 2 - (t1 : ℂ) ^ 2 - (η : ℂ) ^ 2)) = 0 := by
      linear_combination (-(Complex.I * η)) * hq +
        (η : ℂ) ^ 2 * (Complex.I * η * g - 1) * hI - hWc
    rcases mul_eq_zero.1 hf with h | h
    · exact sub_eq_zero.1 h
    · -- the other root is negative, against the sign of the imaginary part
      have hc : ((t2 ^ 2 * W * η : ℝ) : ℂ) * (Complex.I * g) = ((-η ^ 2 : ℝ) : ℂ) := by
        push_cast
        linear_combination (W : ℂ) * h - hWc
      have hre := congrArg Complex.re hc
      rw [Complex.re_ofReal_mul, Complex.I_mul_re, Complex.ofReal_re] at hre
      have hpos : 0 < t2 ^ 2 * W * η * (-g.im) := mul_pos (by positivity) (neg_pos.2 him)
      nlinarith [sq_nonneg η]
  · intro h
    have hc : (η : ℂ) * (Complex.I * g) = (W : ℂ) := by linear_combination h
    have hre := congrArg Complex.re hc
    rw [Complex.re_ofReal_mul, Complex.I_mul_re, Complex.ofReal_re] at hre
    have him : g.im < 0 := by
      by_contra hn
      nlinarith [mul_nonneg hη.le (not_lt.1 hn)]
    refine ⟨him, (dyson_cleared hη him).2 ?_⟩
    have hz : Complex.I * (η : ℂ) ≠ 0 :=
      mul_ne_zero Complex.I_ne_zero (by exact_mod_cast hη.ne')
    apply mul_left_cancel₀ hz
    linear_combination (η : ℂ) ^ 2 * (Complex.I * η * g - 1) * hI - hWc -
      ((t2 : ℂ) ^ 2 * (Complex.I * η * g + W) -
        ((t2 : ℂ) ^ 2 - (t1 : ℂ) ^ 2 - (η : ℂ) ^ 2)) * h
```

A number \(g\) is a surface Green function exactly when \(i\eta g=W(\eta)\). Hence there is one, and only one: \(g=-iW(\eta)/\eta\).

Subtracting the quadratic for \(W\) from that for \(w\) gives

\[
(w-W)\bigl(t_2^2(w+W)-d\bigr)=0 .
\]

If the second factor vanishes, then \(w\) is the other root and \(t_2^2wW=-\eta^2\), so \(w\) is negative. But \(\operatorname{Re}w=-\eta\operatorname{Im}g>0\), a contradiction. Therefore \(w=W\). Conversely, \(i\eta g=W>0\) gives \(\operatorname{Im}g<0\), and the quadratic leads back to the Dyson equation. In Lean, `mul_eq_zero` splits the product into these two cases.

```lean
/-- As the energy `iη` tends to zero, energy times surface Green function tends to
`1 - (t1/t2)^2` or to zero, whichever is larger. -/
theorem midgap_residue (h2 : t2 ≠ 0) {G : ℝ → ℂ}
    (hG : ∀ η, 0 < η → IsSurfaceGreen t1 t2 η (G η)) :
    Tendsto (fun η : ℝ => Complex.I * η * G η) (𝓝[>] 0)
      (𝓝 ((max (1 - (t1 / t2) ^ 2) 0 : ℝ) : ℂ)) := by
  have hc : Continuous (surfaceWeight t1 t2) := by
    unfold surfaceWeight
    fun_prop
  have h0 : surfaceWeight t1 t2 0 = max (1 - (t1 / t2) ^ 2) 0 := by
    have r : 1 - (t1 / t2) ^ 2 = (t2 ^ 2 - t1 ^ 2) / t2 ^ 2 := by field_simp
    unfold surfaceWeight
    rw [r, show (t2 ^ 2 - t1 ^ 2 - 0 ^ 2) ^ 2 + 4 * t2 ^ 2 * 0 ^ 2 = (t2 ^ 2 - t1 ^ 2) ^ 2 by ring,
      Real.sqrt_sq_eq_abs]
    rcases le_total 0 (t2 ^ 2 - t1 ^ 2) with h | h
    · rw [max_eq_left (div_nonneg h (sq_nonneg _)), abs_of_nonneg h]
      ring
    · rw [max_eq_right (div_nonpos_of_nonpos_of_nonneg h (sq_nonneg _)), abs_of_nonpos h]
      ring
  have hT : Tendsto (fun η : ℝ => ((surfaceWeight t1 t2 η : ℝ) : ℂ)) (𝓝 0)
      (𝓝 ((surfaceWeight t1 t2 0 : ℝ) : ℂ)) := (Complex.continuous_ofReal.comp hc).tendsto 0
  rw [h0] at hT
  refine (hT.mono_left nhdsWithin_le_nhds).congr' ?_
  filter_upwards [self_mem_nhdsWithin] with η hη
  exact ((isSurfaceGreen_iff h2 hη).1 (hG η hη)).symm
```

Here `G` assigns a surface Green function to each \(\eta>0\), and `𝓝[>] 0` means that \(\eta\) approaches zero from above. For \(t_2\neq0\), the theorem says

\[
\lim_{\eta\to0^+}i\eta\,G(\eta)=\max\!\left(1-\left(\frac{t_1}{t_2}\right)^2,\,0\right).
\]

The function \(W\) is continuous, and at \(\eta=0\) its square root becomes \(|t_2^2-t_1^2|\). If \(|t_1|\le|t_2|\), the two terms in the numerator add and give \(1-q\); otherwise they cancel. `fun_prop` proves the continuity, and `rcases` separates the two signs.

The same closed formula, expanded by hand at \(|t_1|=|t_2|\), gives \(W(\eta)/\eta\to1/|t_2|\), and so \(g\to-i/|t_2|\). A uniform chain has no gap, and its surface Green function stays finite at zero energy instead of having a pole.

```lean
/-- For `t2 ≠ 0`, the midgap residue of the surface Green function, taken along the positive
imaginary energy axis, is the end-site weight of the normalized zero mode. -/
theorem midgap_residue_eq_end_site_weight (h2 : t2 ≠ 0) (h : IsZeroMode t1 t2 A B)
    (hn : HasSum (fun j => ‖A j‖ ^ 2 + ‖B j‖ ^ 2) 1) {G : ℝ → ℂ}
    (hG : ∀ η, 0 < η → IsSurfaceGreen t1 t2 η (G η)) :
    Tendsto (fun η : ℝ => Complex.I * η * G η) (𝓝[>] 0) (𝓝 ((‖A 0‖ ^ 2 : ℝ) : ℂ)) := by
  have hw := (end_site_weight h2 h hn).1
  have hr := midgap_residue h2 hG
  rwa [← hw, max_eq_left (sq_nonneg _)] at hr

end

end SSHEndState
```

If \(A,B\) is a normalized zero mode, its end-site weight is \(1-q\). This is nonnegative, so the maximum in the preceding limit equals \(|A_0|^2\), and

\[
\lim_{\eta\to0^+}i\eta\,G(\eta)=|A_0|^2 .
\]

Lean obtains this by rewriting the limit with the weight formula. "Residue" here means this limit along the positive imaginary energy axis; the theorem makes no statement about \(g\) at other complex energies. Within this ideal semi-infinite model, the limit provides a check on a numerical lead self-energy: \(i\eta\) times the computed surface Green function should approach \(1-(t_1/t_2)^2\) when \(|t_1|<|t_2|\).

```lean
#print axioms SSHEndState.midgap_residue_eq_end_site_weight
-- 'SSHEndState.midgap_residue_eq_end_site_weight' depends on axioms: [propext, Classical.choice, Quot.sound]
```
